# In a quadratic energy model, field responses give the infrared dipole derivatives

## Energy, responses and signs

The dipole derivative of a molecule is the rate at which its dipole moment changes when the nuclei are displaced. In the usual harmonic treatment, the infrared intensity of a fundamental is proportional to the square of this derivative along the normal mode. Part of the change comes from the electrons, which readjust when the nuclei move. The direct way to find that part is to compute the readjustment for every nuclear coordinate. For an energy quadratic in the electronic variables, with a symmetric positive definite Hessian, the readjustment to an electric field gives the same numbers.

The electronic variables are collected in a real vector $x$ with finitely many components, and $x=0$ is the relaxed state at the reference geometry without a field. The symbol $f$ is the strength of a field along a fixed direction, not a force, and $r$ is a nuclear displacement from the reference geometry, not a bond length. In Lean, `n` is the finite set that labels the components of $x$, not their number.

```lean
import Mathlib

open Matrix

namespace InfraredInterchange

noncomputable section

variable {n : Type*} [Fintype n]
```

With Hessian $A$, field coupling $b$ and geometric coupling $c$, the energy is

$$E(x;f,r)=\tfrac12\,x\cdot Ax+f\,b\cdot x+r\,c\cdot x .$$

```lean
/-- Energy of the internal variables `x` with Hessian `A`, coupled through `b` to a field of
strength `f` and through `c` to a nuclear displacement `r`. -/
def energy (A : Matrix n n ℝ) (b c : n → ℝ) (f r : ℝ) (x : n → ℝ) : ℝ :=
  (x ⬝ᵥ A *ᵥ x) / 2 + f * (b ⬝ᵥ x) + r * (c ⬝ᵥ x)
```

Here `⬝ᵥ` is the dot product and `*ᵥ` applies a matrix to a vector. At fixed $x$ the dipole is $-\partial E/\partial f=-b\cdot x$, so $b$ is minus the dipole produced per unit of each electronic variable. The vector $c$ is the gradient in $x$ that appears per unit of nuclear displacement.

The electrons relax at fixed $f$ and $r$, which gives the relaxed energy

$$E_{\rm rel}(f,r)=\inf_x E(x;f,r).$$

```lean
/-- The relaxed energy: the infimum of the energy over the internal variables, at fixed field
and displacement. It is meaningful when the energy is bounded below. -/
def relaxedEnergy (A : Matrix n n ℝ) (b c : n → ℝ) (f r : ℝ) : ℝ :=
  sInf (Set.range (energy A b c f r))
```

The set `Set.range (energy A b c f r)` contains all energies reachable by varying $x$. Lean assigns the infimum 0 to a set of reals that is unbounded below, so the definition has its physical meaning only once a lower bound is known.

The dipole at displacement $r$ is the negative slope of the relaxed energy at zero field:

$$\mu(r)=-\left.\frac{\partial E_{\rm rel}}{\partial f}\right|_{f=0}.$$

```lean
/-- The dipole at displacement `r`: minus the derivative of the relaxed energy with respect to
the field, at zero field. -/
def dipole (A : Matrix n n ℝ) (b c : n → ℝ) (r : ℝ) : ℝ :=
  -deriv (fun f => relaxedEnergy A b c f r) 0
```

The energy has no term that depends on $f$ and $r$ but not on $x$. A permanent dipole would add a constant to $\mu$ and leave its derivative alone. An explicit term $d\,f r$, such as the one from the nuclear charges moving in the field, would add $-d$ to the dipole derivative. The step from this model to a molecule therefore consists in expanding the true energy to second order about the reference state and adding that explicit contribution; the hypotheses below say nothing about it.

## Two responses, one mixed coefficient

Since $A$ is symmetric, $A_{kl}=A_{lk}$, and for any vectors $x$ and $y$

$$x\cdot Ay=\sum_{k,l}x_kA_{kl}y_l=\sum_{k,l}y_lA_{lk}x_k=y\cdot Ax .$$

```lean
/-- A symmetric Hessian couples two internal displacements equally in either order. -/
theorem hessian_symm {A : Matrix n n ℝ} (hs : A.IsSymm) (x y : n → ℝ) :
    x ⬝ᵥ A *ᵥ y = y ⬝ᵥ A *ᵥ x := by
  rw [Matrix.dotProduct_mulVec x A y, ← Matrix.mulVec_transpose, hs.eq,
    dotProduct_comm (A *ᵥ x) y]
```

The hypothesis `A.IsSymm` says $A^{\mathsf T}=A$. The proof moves $A$ to the other side of the dot product as a transpose and then removes the transpose.

The field response $x_f$ and the geometric response $x_r$ are the shifts of the electronic variables per unit of field and per unit of displacement. Setting the gradient $Ax+f\,b+r\,c$ to zero gives their equations,

$$Ax_f=-b,\qquad Ax_r=-c .$$

Now evaluate $x_r\cdot Ax_f$ in both orders:

$$-b\cdot x_r=x_r\cdot Ax_f=x_f\cdot Ax_r=-c\cdot x_f ,$$

and therefore $c\cdot x_f=b\cdot x_r$.

```lean
/-- Interchange identity: for a symmetric Hessian, the geometric coupling evaluated on the field
response equals the field coupling evaluated on the geometric response. -/
theorem interchange {A : Matrix n n ℝ} (hs : A.IsSymm) {b c xf xr : n → ℝ}
    (hf : A *ᵥ xf = -b) (hr : A *ᵥ xr = -c) : c ⬝ᵥ xf = b ⬝ᵥ xr := by
  have h := hessian_symm hs xr xf
  rw [hf, hr] at h
  simp only [dotProduct_neg] at h
  rw [dotProduct_comm c xf, dotProduct_comm b xr]
  linarith
```

The hypotheses `hf` and `hr` are the two response equations. No positivity is used: the identity holds for any symmetric $A$ for which both equations have solutions.

## The minimum as a polynomial in field and displacement

Let $\bar x=f x_f+r x_r$. By the response equations, $A\bar x=-(f b+r c)$, so the coupling terms of the energy are $(f b+r c)\cdot x=-x\cdot A\bar x$. Expanding a square with symmetric $A$ gives

$$\tfrac12(x-\bar x)\cdot A(x-\bar x)=\tfrac12x\cdot Ax-x\cdot A\bar x+\tfrac12\bar x\cdot A\bar x ,$$

and hence

$$E=\tfrac12(x-\bar x)\cdot A(x-\bar x)-\tfrac12\bar x\cdot A\bar x .$$

The last term is

$$-\tfrac12\bar x\cdot A\bar x=\tfrac12(f x_f+r x_r)\cdot(f b+r c)
=\tfrac12f^2\,b\cdot x_f+\tfrac12fr\,(c\cdot x_f+b\cdot x_r)+\tfrac12r^2\,c\cdot x_r .$$

By the interchange identity the two halves of the mixed term are equal, and together they make $fr\,c\cdot x_f$. If one of them is lost, or if the factor $\tfrac12$ of the pure terms is carried over to the mixed one, the dipole derivative comes out half as large and an intensity computed from it alone four times too small.

```lean
/-- For a symmetric Hessian, the energy is a quadratic polynomial in field and displacement plus
the harmonic energy of the deviation from the linear response `f • xf + r • xr`. -/
theorem energy_complete_square {A : Matrix n n ℝ} (hs : A.IsSymm) {b c xf xr : n → ℝ}
    (hf : A *ᵥ xf = -b) (hr : A *ᵥ xr = -c) (f r : ℝ) (x : n → ℝ) :
    energy A b c f r x =
      f ^ 2 * (b ⬝ᵥ xf) / 2 + f * r * (c ⬝ᵥ xf) + r ^ 2 * (c ⬝ᵥ xr) / 2
        + ((x - (f • xf + r • xr)) ⬝ᵥ A *ᵥ (x - (f • xf + r • xr))) / 2 := by
  -- the response equations turn Hessian couplings into perturbation couplings
  have P : ∀ y : n → ℝ, y ⬝ᵥ A *ᵥ xf = -(b ⬝ᵥ y) := fun y => by
    rw [hf, dotProduct_neg, dotProduct_comm]
  have Q : ∀ y : n → ℝ, y ⬝ᵥ A *ᵥ xr = -(c ⬝ᵥ y) := fun y => by
    rw [hr, dotProduct_neg, dotProduct_comm]
  have P' : xf ⬝ᵥ A *ᵥ x = -(b ⬝ᵥ x) := (hessian_symm hs xf x).trans (P x)
  have Q' : xr ⬝ᵥ A *ᵥ x = -(c ⬝ᵥ x) := (hessian_symm hs xr x).trans (Q x)
  simp only [energy, Matrix.mulVec_sub, Matrix.mulVec_add, Matrix.mulVec_smul,
    sub_dotProduct, add_dotProduct, smul_dotProduct, dotProduct_sub, dotProduct_add,
    dotProduct_smul, smul_eq_mul, P, Q, P', Q']
  linear_combination (-(f * r / 2)) * interchange hs hf hr
```

The auxiliary facts `P`, `Q`, `P'` and `Q'` replace each product of $A$ with a response by a product with $b$ or $c$. The `simp only` step expands the square, and `linear_combination` merges the two halves of the mixed term by means of `interchange`.

If $x\cdot Ax\ge0$ for all $x$, the deviation term is never negative, and it vanishes at $x=\bar x$. The minimum is therefore attained, with the value

$$E_{\rm rel}(f,r)=\tfrac12f^2\,b\cdot x_f+fr\,c\cdot x_f+\tfrac12r^2\,c\cdot x_r .$$

```lean
/-- For a symmetric positive semidefinite Hessian with field response `xf` and geometric response
`xr`, the minimum energy is a quadratic polynomial in field and displacement, whose mixed
coefficient can be computed from either response. -/
theorem relaxed_energy_interchange {A : Matrix n n ℝ} (hs : A.IsSymm)
    (hp : ∀ x : n → ℝ, 0 ≤ x ⬝ᵥ A *ᵥ x) {b c xf xr : n → ℝ}
    (hf : A *ᵥ xf = -b) (hr : A *ᵥ xr = -c) :
    (∀ f r : ℝ, IsLeast (Set.range (energy A b c f r))
      (f ^ 2 * (b ⬝ᵥ xf) / 2 + f * r * (c ⬝ᵥ xf) + r ^ 2 * (c ⬝ᵥ xr) / 2)) ∧
    c ⬝ᵥ xf = b ⬝ᵥ xr := by
  refine ⟨fun f r => ⟨⟨f • xf + r • xr, ?_⟩, ?_⟩, interchange hs hf hr⟩
  · -- the linear response attains the value
    rw [energy_complete_square hs hf hr, sub_self, zero_dotProduct, zero_div, add_zero]
  · -- any deviation costs a nonnegative harmonic energy
    rintro _ ⟨x, rfl⟩
    rw [energy_complete_square hs hf hr]
    linarith [hp (x - (f • xf + r • xr))]
```

`IsLeast` says that the value belongs to the set of energies and is a lower bound for it, and the proof treats these two claims in turn. The second half of the conclusion is the equality of the two expressions for the mixed coefficient. Semidefiniteness suffices here because both responses are assumed to exist. If $A$ has a flat direction, a nonzero $v$ with $Av=0$, the minimising $x$ is not unique, although the minimum energy is.

Positive definiteness without symmetry is not enough. Take

$$A=\begin{pmatrix}1&1\\0&1\end{pmatrix},\qquad b=\begin{pmatrix}1\\0\end{pmatrix},\qquad c=\begin{pmatrix}0\\1\end{pmatrix}.$$

Then $x\cdot Ax=x_1^2+x_1x_2+x_2^2$ is positive for $x\ne0$. The response equations give $x_f=(-1,0)$ and $x_r=(1,-1)$, so $c\cdot x_f=0$ while $b\cdot x_r=1$. The minimum energy is $-\tfrac23(f^2-fr+r^2)$, whose mixed coefficient $\tfrac23$ agrees with neither. The energy sees only the symmetric part of $A$, whereas the response equations used the whole matrix.

## From the relaxed energy to the dipole derivative

Differentiating the polynomial with respect to $f$ at fixed $r$ gives

$$\frac{\partial E_{\rm rel}}{\partial f}=f\,b\cdot x_f+r\,c\cdot x_f .$$

```lean
/-- For a symmetric positive semidefinite Hessian with responses `xf` and `xr`, the slope of the
relaxed energy in the field is linear in field and displacement. -/
theorem relaxedEnergy_hasDerivAt_field {A : Matrix n n ℝ} (hs : A.IsSymm)
    (hp : ∀ x : n → ℝ, 0 ≤ x ⬝ᵥ A *ᵥ x) {b c xf xr : n → ℝ}
    (hf : A *ᵥ xf = -b) (hr : A *ᵥ xr = -c) (f r : ℝ) :
    HasDerivAt (fun f => relaxedEnergy A b c f r) (f * (b ⬝ᵥ xf) + r * (c ⬝ᵥ xf)) f := by
  have E : (fun f => relaxedEnergy A b c f r) =
      fun f => f * f * ((b ⬝ᵥ xf) / 2) + f * (r * (c ⬝ᵥ xf)) + r ^ 2 * (c ⬝ᵥ xr) / 2 := by
    funext g
    have h := ((relaxed_energy_interchange hs hp hf hr).1 g r).csInf_eq
    unfold relaxedEnergy
    rw [h]
    ring
  rw [E]
  have h := ((((hasDerivAt_id' f).fun_mul (hasDerivAt_id' f)).mul_const
    ((b ⬝ᵥ xf) / 2)).fun_add ((hasDerivAt_id' f).mul_const (r * (c ⬝ᵥ xf)))).add_const
    (r ^ 2 * (c ⬝ᵥ xr) / 2)
  exact h.congr_deriv (by ring)
```

`HasDerivAt` states that the function is differentiable at the given point and has the given slope there. The proof first replaces the infimum by the polynomial, using the minimum just found, and then applies the product and sum rules.

The geometric response need not be supplied separately when $A$ is positive definite, meaning $x\cdot Ax>0$ for every $x\ne0$. If $Ax=0$, then $x\cdot Ax=0$, and so $x=0$. A square matrix that sends only the zero vector to zero is invertible, so $Ax=-c$ has exactly one solution for each $c$.

```lean
/-- A positive definite Hessian gives exactly one linear response to each perturbation. -/
theorem existsUnique_response {A : Matrix n n ℝ}
    (hp : ∀ x : n → ℝ, x ≠ 0 → 0 < x ⬝ᵥ A *ᵥ x) (c : n → ℝ) :
    ∃! x : n → ℝ, A *ᵥ x = -c := by
  have inj : Function.Injective A.mulVecLin := by
    rw [injective_iff_map_eq_zero]
    intro x hx
    by_contra h
    have h0 := hp x h
    rw [Matrix.mulVecLin_apply] at hx
    rw [hx, dotProduct_zero] at h0
    exact lt_irrefl _ h0
  obtain ⟨x, hx⟩ := LinearMap.injective_iff_surjective.mp inj (-c)
  exact ⟨x, hx, fun y hy => inj (Eq.trans hy hx.symm)⟩
```

The symbol `∃!` means that there is exactly one such vector. The `by_contra` step is the argument that $Ax=0$ forces $x=0$, and `LinearMap.injective_iff_surjective` supplies the passage to invertibility in finite dimension. The statement is written with $c$, but it applies to $b$ equally, so the field response also exists and is unique.

At zero field the slope of the relaxed energy is $r\,c\cdot x_f$. The dipole and its derivative are therefore

$$\mu(r)=-r\,c\cdot x_f,\qquad \frac{d\mu}{dr}=-c\cdot x_f .$$

The direct route lets the electrons follow the nuclei, $x=r x_r$, and reads off the dipole $-r\,b\cdot x_r$. The interchange identity makes the two results equal.

```lean
/-- For a symmetric positive definite Hessian, the derivative of the dipole along a nuclear
displacement is minus the geometric coupling evaluated on the field response. -/
theorem dipole_hasDerivAt {A : Matrix n n ℝ} (hs : A.IsSymm)
    (hp : ∀ x : n → ℝ, x ≠ 0 → 0 < x ⬝ᵥ A *ᵥ x) {b xf : n → ℝ}
    (hf : A *ᵥ xf = -b) (c : n → ℝ) (r : ℝ) :
    HasDerivAt (dipole A b c) (-(c ⬝ᵥ xf)) r := by
  -- the geometric response exists, but drops out of the result
  obtain ⟨xr, hr, -⟩ := existsUnique_response hp c
  have hp' : ∀ x : n → ℝ, 0 ≤ x ⬝ᵥ A *ᵥ x := fun x => by
    by_cases h : x = 0
    · rw [h, zero_dotProduct]
    · exact (hp x h).le
  have D : dipole A b c = fun r => r * (-(c ⬝ᵥ xf)) := by
    funext s
    unfold dipole
    rw [(relaxedEnergy_hasDerivAt_field hs hp' hf hr 0 s).deriv]
    ring
  rw [D]
  exact ((hasDerivAt_id' r).mul_const (-(c ⬝ᵥ xf))).congr_deriv (one_mul _)
```

Only the field response `xf` occurs in the hypotheses and in the result. The proof obtains a geometric response from `existsUnique_response`, uses it to write down the relaxed energy, and finds that it does not enter the slope at zero field. The derivative is the same at every `r` because the model is quadratic.

## All nuclear coordinates from one response per field direction

For several field directions, labelled by $j$, and many nuclear coordinates, labelled by $i$, put the field couplings into the columns of a matrix $B$ and the geometric couplings into the columns of $C$. Let $X_F$ solve

$$AX_F=-B .$$

Column $j$ of this equation is the response equation for field direction $j$. Applying the previous result to each pair of columns gives

$$\frac{\partial\mu_j}{\partial r_i}=-\sum_k C_{ki}(X_F)_{kj}=-(C^{\mathsf T}X_F)_{ij}.$$

```lean
/-- For a symmetric positive definite Hessian, the field responses `XF`, one column per field
direction, give the derivative of every dipole component `j` along every nuclear coordinate `i`,
with couplings in the columns of `B` and `C`. -/
theorem dipole_gradient_from_field_responses {p q : Type*} {A : Matrix n n ℝ} (hs : A.IsSymm)
    (hp : ∀ x : n → ℝ, x ≠ 0 → 0 < x ⬝ᵥ A *ᵥ x) {B XF : Matrix n p ℝ}
    (hF : A * XF = -B) (C : Matrix n q ℝ) (i : q) (j : p) (r : ℝ) :
    HasDerivAt (dipole A (fun k => B k j) (fun k => C k i)) (-((Cᵀ * XF) i j)) r := by
  have hf : A *ᵥ (fun k => XF k j) = -(fun k => B k j) := by
    funext k
    exact congrFun (congrFun hF k) j
  exact dipole_hasDerivAt hs hp hf (fun k => C k i) r

end

end InfraredInterchange
```

The types `q` and `p` label nuclear coordinates and field directions, so the rows of the table belong to nuclear coordinates and the columns to dipole components. The proof extracts column `j` from `hF` and passes it to `dipole_hasDerivAt`. Each entry concerns one field direction and one nuclear coordinate, with the other fields and displacements at zero.

For the three Cartesian field directions, three linear systems with the same matrix $A$ give the part of the whole table that comes from the response of the electronic variables, whatever the number of atoms. The couplings in $C$ are still needed for every nuclear coordinate, but no geometric response has to be solved for. In electronic structure calculations, the coupled-perturbed equations of Hartree–Fock theory have this form when the energy is expanded to second order in finitely many independent real orbital parameters about a stationary reference state at which the Hessian is positive definite. If the basis functions move with the nuclei, the explicit term $d\,f r$ also has an electronic contribution, which must be added separately.

```lean
#print axioms InfraredInterchange.dipole_gradient_from_field_responses
```

```
'InfraredInterchange.dipole_gradient_from_field_responses' depends on axioms: [propext, Classical.choice, Quot.sound]
```
